# Kramers–Kronig relations for a Drude conductor, with the term 4πσ(0)/w

Let wp be the plasma frequency, g > 0 the damping rate and w > 0 the frequency. In Gaussian units, with fields varying as exp(−iwt), the Drude permittivity and conductivity are

eps(w) = 1 − wp² / (w(w + ig)),

σ(w) = wp² / (4π(g − iw)).

When I compute Im eps from Re eps with the usual Kramers–Kronig integral, I get a negative absorption:

−(2w/π) P∫₀^∞ (Re eps(x) − 1)/(x² − w²) dx = −w wp² / (g(w² + g²)).

Here P denotes the principal value. Adding 4πσ(0)/w = wp²/(gw) seems to repair it. Can this be proved completely, including the existence of the principal value, and checked in Lean?

## Evaluating the principal value by an explicit primitive

Yes. For this model every integral can be done in closed form. First split the permittivity, using 1/(x + ig) = (x − ig)/(x² + g²):

Re eps(x) − 1 = −wp² / (x² + g²),

Im eps(x) = wp² g / (x(x² + g²)).

So one kernel integral is enough. Partial fractions give

1/((x² + g²)(x² − w²)) = [1/(x² − w²) − 1/(x² + g²)] / (w² + g²),

and since 1/(x² − w²) = [1/(x − w) − 1/(x + w)]/(2w), a primitive is

F(x) = [(ln|x − w| − ln|x + w|)/(2w) − arctan(x/g)/g] / (w² + g²).

It satisfies F(0) = 0. At infinity the logarithms cancel and the arctangent tends to π/2, so F(∞) = −π/(2g(w² + g²)).

Now remove the window (w − δ, w + δ), with 0 < δ < w. What remains is

F(w − δ) − F(0) + F(∞) − F(w + δ).

Both F(w − δ) and F(w + δ) contain ln δ with the same coefficient, so it drops out:

F(w − δ) − F(w + δ) = {[ln(2w + δ) − ln(2w − δ)]/(2w) − [arctan((w − δ)/g) − arctan((w + δ)/g)]/g} / (w² + g²).

This tends to 0 with δ, and the kernel's principal value is

K = −π / (2g(w² + g²)).

Multiplying K by −wp² and then by −2w/π gives the negative expression in the question. Adding the conductor term gives

(wp²/g)[1/w − w/(w² + g²)] = wp² g / (w(w² + g²)) = Im eps(w).

In the opposite direction, x Im eps(x) = wp² g/(x² + g²), so

(2/π) wp² g K = −wp²/(w² + g²) = Re eps(w) − 1,

with no extra term. The asymmetry reflects the pole of eps at zero frequency, where eps behaves as i wp²/(gw); the factor x in the second integral removes it.

```lean
import Mathlib

open Set Filter MeasureTheory
open scoped Real Topology

namespace DrudeKramersKronig

noncomputable section

/-- The Drude permittivity `1 - wp² / (w (w + i g))` at real frequency `w ≠ 0`. -/
def permittivity (wp g w : ℝ) : ℂ :=
  1 - (wp : ℂ) ^ 2 / ((w : ℂ) * ((w : ℂ) + Complex.I * (g : ℂ)))

/-- The Drude conductivity `wp² / (4 π (g - i w))` in Gaussian units, for `g` and `w` not both
zero. -/
def conductivity (wp g w : ℝ) : ℂ :=
  (wp : ℂ) ^ 2 / (4 * (π : ℂ) * ((g : ℂ) - Complex.I * (w : ℂ)))

/-- For `w > 0`, `L` is the principal value of the integral of `f` over `(0, ∞)` with singular point
`w`: `f` is integrable away from `w`, and the integrals with the window `(w - δ, w + δ)` removed
tend to `L` as `δ` tends to zero from above. -/
def HasPrincipalValue (f : ℝ → ℝ) (w L : ℝ) : Prop :=
  (∀ δ > 0, IntegrableOn f (Ioc 0 (w - δ)) ∧ IntegrableOn f (Ioi (w + δ))) ∧
  Tendsto (fun δ => (∫ x in Ioc 0 (w - δ), f x) + ∫ x in Ioi (w + δ), f x) (𝓝[>] 0) (𝓝 L)

/-- A primitive of `1 / ((x² + g²)(x² - w²))`, for `g` and `w` nonzero and `x ≠ ± w`. -/
def primitive (g w x : ℝ) : ℝ :=
  ((Real.log (x - w) - Real.log (x + w)) / (2 * w) - Real.arctan (x / g) / g) / (w ^ 2 + g ^ 2)

/-- For `g, w > 0`, the derivative of the primitive at `x ≥ 0`, `x ≠ w`, is
`1 / ((x² + g²)(x² - w²))`. -/
theorem hasDerivAt_primitive {g w x : ℝ} (hg : 0 < g) (hw : 0 < w) (hx : 0 ≤ x) (hxw : x ≠ w) :
    HasDerivAt (primitive g w) (1 / ((x ^ 2 + g ^ 2) * (x ^ 2 - w ^ 2))) x := by
  have h1 : x - w ≠ 0 := sub_ne_zero.mpr hxw
  have h2 : x + w ≠ 0 := by positivity
  have h3 : x ^ 2 + g ^ 2 ≠ 0 := by positivity
  have h4 : w ^ 2 + g ^ 2 ≠ 0 := by positivity
  have a := ((hasDerivAt_id' x).sub_const w).log h1
  have b := ((hasDerivAt_id' x).add_const w).log h2
  have c := ((hasDerivAt_id' x).div_const g).arctan
  have d := (((a.fun_sub b).div_const (2 * w)).fun_sub (c.div_const g)).div_const (w ^ 2 + g ^ 2)
  refine d.congr_deriv ?_
  have h5 : 1 + (x / g) ^ 2 = (x ^ 2 + g ^ 2) / g ^ 2 := by
    rw [div_pow, eq_div_iff (pow_ne_zero 2 hg.ne'), add_mul,
      div_mul_cancel₀ _ (pow_ne_zero 2 hg.ne')]
    ring
  have h6 : x ^ 2 - w ^ 2 = (x - w) * (x + w) := by ring
  rw [h5, h6]
  field_simp
  ring

/-- For `g, w > 0`, the primitive tends to `-π / (2 g (w² + g²))` at infinite frequency. -/
theorem tendsto_primitive {g w : ℝ} (hg : 0 < g) (hw : 0 < w) :
    Tendsto (primitive g w) atTop (𝓝 (-(π / (2 * g * (w ^ 2 + g ^ 2))))) := by
  have h1 : Tendsto (fun x : ℝ => 1 - 2 * w / (x + w)) atTop (𝓝 1) := by
    have h := (tendsto_const_nhds (x := 2 * w)).div_atTop
      (tendsto_atTop_add_const_right atTop w tendsto_id)
    simpa using h.const_sub 1
  -- the two logarithms cancel at infinity
  have h2 : Tendsto (fun x : ℝ => Real.log (x - w) - Real.log (x + w)) atTop (𝓝 0) := by
    have h := h1.log one_ne_zero
    rw [Real.log_one] at h
    refine h.congr' ?_
    filter_upwards [eventually_gt_atTop w] with x hx
    have hp : x + w ≠ 0 := (by linarith : 0 < x + w).ne'
    rw [← Real.log_div (sub_pos.mpr hx).ne' hp]
    congr 1
    rw [eq_div_iff hp, sub_mul, div_mul_cancel₀ _ hp]
    ring
  have h3 : Tendsto (fun x : ℝ => Real.arctan (x / g)) atTop (𝓝 (π / 2)) :=
    (Real.tendsto_arctan_atTop.mono_right nhdsWithin_le_nhds).comp
      (tendsto_id.atTop_div_const hg)
  have h := ((h2.div_const (2 * w)).sub (h3.div_const g)).div_const (w ^ 2 + g ^ 2)
  have e : -(π / (2 * g * (w ^ 2 + g ^ 2))) = (0 / (2 * w) - π / 2 / g) / (w ^ 2 + g ^ 2) := by
    rw [zero_div, zero_sub, neg_div, div_div, div_div, mul_assoc]
  rw [e]
  exact h

/-- For `g, w > 0`, the principal value of the integral of `1 / ((x² + g²)(x² - w²))` over
`(0, ∞)` is `-π / (2 g (w² + g²))`. -/
theorem principalValue_kernel {g w : ℝ} (hg : 0 < g) (hw : 0 < w) :
    HasPrincipalValue (fun x => 1 / ((x ^ 2 + g ^ 2) * (x ^ 2 - w ^ 2))) w
      (-(π / (2 * g * (w ^ 2 + g ^ 2)))) := by
  have hleft : ∀ δ > 0, IntegrableOn (fun x : ℝ => 1 / ((x ^ 2 + g ^ 2) * (x ^ 2 - w ^ 2)))
      (Ioc 0 (w - δ)) := by
    intro δ hδ
    have h1 : ContinuousOn (fun _ : ℝ => (1 : ℝ)) (Icc 0 (w - δ)) := continuousOn_const
    have h2 : Continuous (fun x : ℝ => (x ^ 2 + g ^ 2) * (x ^ 2 - w ^ 2)) := by fun_prop
    have h3 : ∀ x ∈ Icc 0 (w - δ), (x ^ 2 + g ^ 2) * (x ^ 2 - w ^ 2) ≠ 0 := by
      intro x hx
      have hlt : x ^ 2 - w ^ 2 < 0 := by nlinarith [hx.1, hx.2]
      exact mul_ne_zero (by positivity) hlt.ne
    exact (h1.div h2.continuousOn h3).integrableOn_Icc.mono_set Ioc_subset_Icc_self
  have hder : ∀ δ > 0, ∀ x ∈ Ici (w + δ), HasDerivAt (primitive g w)
      (1 / ((x ^ 2 + g ^ 2) * (x ^ 2 - w ^ 2))) x := by
    intro δ hδ x hx
    have hx' : w + δ ≤ x := hx
    exact hasDerivAt_primitive hg hw (by linarith) (by linarith : w < x).ne'
  have hpos : ∀ δ > 0, ∀ x ∈ Ioi (w + δ), 0 ≤ 1 / ((x ^ 2 + g ^ 2) * (x ^ 2 - w ^ 2)) := by
    intro δ hδ x hx
    have hx' : w + δ < x := hx
    have h : 0 < x ^ 2 - w ^ 2 := by nlinarith
    exact div_nonneg zero_le_one (mul_nonneg (by positivity) h.le)
  refine ⟨fun δ hδ => ⟨hleft δ hδ, integrableOn_Ioi_deriv_of_nonneg' (hder δ hδ) (hpos δ hδ)
    (tendsto_primitive hg hw)⟩, ?_⟩
  -- after `log δ` has cancelled, the cut integral is continuous at `δ = 0`
  have ha : ContinuousAt (fun δ : ℝ => Real.log (2 * w + δ)) 0 :=
    ContinuousAt.log (by fun_prop) (by simpa using hw.ne')
  have hb : ContinuousAt (fun δ : ℝ => Real.log (2 * w - δ)) 0 :=
    ContinuousAt.log (by fun_prop) (by simpa using hw.ne')
  have hc : ContinuousAt (fun δ : ℝ => Real.arctan ((w - δ) / g)) 0 :=
    (Real.continuous_arctan.comp (by fun_prop : Continuous fun δ : ℝ => (w - δ) / g)).continuousAt
  have hd : ContinuousAt (fun δ : ℝ => Real.arctan ((w + δ) / g)) 0 :=
    (Real.continuous_arctan.comp (by fun_prop : Continuous fun δ : ℝ => (w + δ) / g)).continuousAt
  have h := ((((ha.tendsto.sub hb.tendsto).div_const (2 * w)).sub
    ((hc.tendsto.sub hd.tendsto).div_const g)).div_const (w ^ 2 + g ^ 2)).const_add
    (-(π / (2 * g * (w ^ 2 + g ^ 2))))
  simp only [add_zero, sub_zero, sub_self, zero_div] at h
  refine (h.mono_left nhdsWithin_le_nhds).congr' ?_
  filter_upwards [Ioo_mem_nhdsGT hw] with δ hδ
  have hle : 0 ≤ w - δ := by linarith [hδ.2]
  rw [integral_Ioi_of_hasDerivAt_of_nonneg' (hder δ hδ.1) (hpos δ hδ.1)
    (tendsto_primitive hg hw), ← intervalIntegral.integral_of_le hle,
    intervalIntegral.integral_eq_sub_of_hasDerivAt (f := primitive g w) (fun x hx => by
      rw [uIcc_of_le hle] at hx
      exact hasDerivAt_primitive hg hw hx.1 (by linarith [hx.2, hδ.1] : x < w).ne)
      ((intervalIntegrable_iff_integrableOn_Ioc_of_le hle).mpr (hleft δ hδ.1))]
  have e0 : primitive g w 0 = 0 := by simp [primitive]
  have e1 : w - δ - w = -δ := by ring
  have e2 : w - δ + w = 2 * w - δ := by ring
  have e3 : w + δ - w = δ := by ring
  have e4 : w + δ + w = 2 * w + δ := by ring
  rw [e0]
  simp only [primitive, e1, e2, e3, e4, Real.log_neg_eq_log]
  ring

/-- If `k = c f` at all positive frequencies and `w ≥ 0`, the principal value of `k` is `c`
times that of `f`. -/
theorem HasPrincipalValue.scale {f k : ℝ → ℝ} {w L c : ℝ} (hf : HasPrincipalValue f w L)
    (hw : 0 ≤ w) (hk : ∀ x > 0, k x = c * f x) : HasPrincipalValue k w (c * L) := by
  have h1 : ∀ δ : ℝ, EqOn (fun x => c * f x) k (Ioc 0 (w - δ)) :=
    fun δ x hx => (hk x hx.1).symm
  have h2 : ∀ δ > 0, EqOn (fun x => c * f x) k (Ioi (w + δ)) := by
    intro δ hδ x hx
    have hx' : w + δ < x := hx
    exact (hk x (by linarith)).symm
  refine ⟨fun δ hδ => ⟨IntegrableOn.congr_fun ((hf.1 δ hδ).1.const_mul c) (h1 δ)
    measurableSet_Ioc, IntegrableOn.congr_fun ((hf.1 δ hδ).2.const_mul c) (h2 δ hδ)
    measurableSet_Ioi⟩, (hf.2.const_mul c).congr' ?_⟩
  filter_upwards [self_mem_nhdsWithin] with δ hδ
  rw [← setIntegral_congr_fun measurableSet_Ioc (h1 δ),
    ← setIntegral_congr_fun measurableSet_Ioi (h2 δ hδ), integral_const_mul,
    integral_const_mul, mul_add]

/-- Real and imaginary parts of the Drude permittivity at frequency `x > 0`. -/
theorem permittivity_re_im (wp g : ℝ) {x : ℝ} (hx : 0 < x) :
    (permittivity wp g x).re = 1 - wp ^ 2 / (x ^ 2 + g ^ 2) ∧
    (permittivity wp g x).im = wp ^ 2 * g / (x * (x ^ 2 + g ^ 2)) := by
  have hs : x ^ 2 + g ^ 2 ≠ 0 := by positivity
  have hx0 : (x : ℂ) ≠ 0 := Complex.ofReal_ne_zero.mpr hx.ne'
  have hD : (x : ℂ) + Complex.I * (g : ℂ) ≠ 0 := by
    intro h
    have h' := congrArg Complex.re h
    simp at h'
    exact hx.ne' h'
  obtain ⟨A, hA⟩ : ∃ A : ℝ, A = wp ^ 2 / (x ^ 2 + g ^ 2) := ⟨_, rfl⟩
  obtain ⟨B, hB⟩ : ∃ B : ℝ, B = wp ^ 2 * g / (x * (x ^ 2 + g ^ 2)) := ⟨_, rfl⟩
  have h1 : A * (x ^ 2 + g ^ 2) = wp ^ 2 := by rw [hA, div_mul_cancel₀ _ hs]
  have h2 : B * x = g * A := by
    rw [hA, hB]
    field_simp
  have h1' : (A : ℂ) * ((x : ℂ) ^ 2 + (g : ℂ) ^ 2) = (wp : ℂ) ^ 2 := by exact_mod_cast h1
  have h2' : (B : ℂ) * (x : ℂ) = (g : ℂ) * (A : ℂ) := by exact_mod_cast h2
  have key : (wp : ℂ) ^ 2 / ((x : ℂ) * ((x : ℂ) + Complex.I * (g : ℂ))) =
      (A : ℂ) - (B : ℂ) * Complex.I := by
    rw [div_eq_iff (mul_ne_zero hx0 hD)]
    linear_combination -h1' + (Complex.I * x - g) * h2' + (B : ℂ) * x * g * Complex.I_sq
  have e : permittivity wp g x = 1 - ((A : ℂ) - (B : ℂ) * Complex.I) := by
    rw [permittivity, key]
  rw [e, ← hA, ← hB]
  constructor <;> simp

/-- Permittivity and conductivity are related by `eps = 1 + 4 π i sigma / w` for `w > 0`. -/
theorem permittivity_eq_conductivity (wp g : ℝ) {w : ℝ} (hw : 0 < w) :
    permittivity wp g w = 1 + 4 * (π : ℂ) * Complex.I * conductivity wp g w / (w : ℂ) := by
  have hw0 : (w : ℂ) ≠ 0 := Complex.ofReal_ne_zero.mpr hw.ne'
  have hπ : (π : ℂ) ≠ 0 := Complex.ofReal_ne_zero.mpr Real.pi_pos.ne'
  have hI := Complex.I_ne_zero
  have hD : (w : ℂ) + Complex.I * (g : ℂ) ≠ 0 := by
    intro h
    have h' := congrArg Complex.re h
    simp at h'
    exact hw.ne' h'
  have e : (g : ℂ) - Complex.I * (w : ℂ) = -Complex.I * ((w : ℂ) + Complex.I * (g : ℂ)) := by
    linear_combination (g : ℂ) * Complex.I_sq
  rw [permittivity, conductivity, e]
  generalize (w : ℂ) + Complex.I * (g : ℂ) = D at hD
  have h : 4 * (π : ℂ) * Complex.I * ((wp : ℂ) ^ 2 / (4 * (π : ℂ) * (-Complex.I * D))) / (w : ℂ)
      = -((wp : ℂ) ^ 2 / ((w : ℂ) * D)) := by
    field_simp
  rw [h]
  ring

/-- Kramers-Kronig relation for a Drude conductor with `g, w > 0`: the principal-value transform
of `Re eps - 1` equals `-w wp² / (g (w² + g²))`, and `Im eps(w)` is this transform plus the
conductor term `4 π sigma(0) / w`. -/
theorem kramers_kronig_im (wp : ℝ) {g w : ℝ} (hg : 0 < g) (hw : 0 < w) :
    ∃ L, HasPrincipalValue (fun x => ((permittivity wp g x).re - 1) / (x ^ 2 - w ^ 2)) w L ∧
      -(2 * w / π) * L = -(w * wp ^ 2 / (g * (w ^ 2 + g ^ 2))) ∧
      (permittivity wp g w).im = -(2 * w / π) * L + 4 * π * (conductivity wp g 0).re / w := by
  have hπ := Real.pi_pos.ne'
  have hs : w ^ 2 + g ^ 2 ≠ 0 := by positivity
  have hdc : conductivity wp g 0 = ((wp ^ 2 / (4 * π * g) : ℝ) : ℂ) := by
    simp [conductivity]
  have hL : -(2 * w / π) * (-wp ^ 2 * -(π / (2 * g * (w ^ 2 + g ^ 2)))) =
      -(w * wp ^ 2 / (g * (w ^ 2 + g ^ 2))) := by
    field_simp
  refine ⟨_, (principalValue_kernel hg hw).scale (c := -wp ^ 2) hw.le ?_, hL, ?_⟩
  · intro x hx
    rw [(permittivity_re_im wp g hx).1, ← div_div]
    ring
  · rw [hL, (permittivity_re_im wp g hw).2, hdc, Complex.ofReal_re]
    field_simp
    ring

/-- The companion relation for `g, w > 0`: `Re eps(w) - 1` is `2/π` times the principal value of
the integral of `x Im eps(x) / (x² - w²)`, with no conductor term. -/
theorem kramers_kronig_re (wp : ℝ) {g w : ℝ} (hg : 0 < g) (hw : 0 < w) :
    ∃ L, HasPrincipalValue (fun x => x * (permittivity wp g x).im / (x ^ 2 - w ^ 2)) w L ∧
      (permittivity wp g w).re - 1 = 2 / π * L := by
  have hπ := Real.pi_pos.ne'
  have hs : w ^ 2 + g ^ 2 ≠ 0 := by positivity
  refine ⟨_, (principalValue_kernel hg hw).scale (c := wp ^ 2 * g) hw.le ?_, ?_⟩
  · intro x hx
    have h : x * (wp ^ 2 * g / (x * (x ^ 2 + g ^ 2))) = wp ^ 2 * g / (x ^ 2 + g ^ 2) := by
      field_simp
    rw [(permittivity_re_im wp g hx).2, h, div_div, mul_one_div]
  · have h : 2 / π * (wp ^ 2 * g * -(π / (2 * g * (w ^ 2 + g ^ 2)))) =
        -(wp ^ 2 / (w ^ 2 + g ^ 2)) := by
      field_simp
    rw [h, (permittivity_re_im wp g hw).1]
    ring

/-- For `g, w > 0` and `wp ≠ 0`, the principal-value transform of `Re eps - 1` alone does not
give `Im eps(w)`. -/
theorem conductor_term_needed {wp g w L : ℝ} (hwp : wp ≠ 0) (hg : 0 < g) (hw : 0 < w)
    (hL : HasPrincipalValue (fun x => ((permittivity wp g x).re - 1) / (x ^ 2 - w ^ 2)) w L) :
    (permittivity wp g w).im ≠ -(2 * w / π) * L := by
  obtain ⟨M, hM, hneg, -⟩ := kramers_kronig_im wp hg hw
  -- the transform is negative, whereas the absorption is positive
  rw [tendsto_nhds_unique hL.2 hM.2, hneg, (permittivity_re_im wp g hw).2]
  have h1 : 0 < wp ^ 2 * g / (w * (w ^ 2 + g ^ 2)) := by positivity
  have h2 : 0 < w * wp ^ 2 / (g * (w ^ 2 + g ^ 2)) := by positivity
  intro h
  linarith

end

end DrudeKramersKronig
```

```lean
#print axioms DrudeKramersKronig.permittivity_eq_conductivity
#print axioms DrudeKramersKronig.kramers_kronig_im
#print axioms DrudeKramersKronig.kramers_kronig_re
#print axioms DrudeKramersKronig.conductor_term_needed
```

```
'DrudeKramersKronig.permittivity_eq_conductivity' depends on axioms: [propext, Classical.choice, Quot.sound]
'DrudeKramersKronig.kramers_kronig_im' depends on axioms: [propext, Classical.choice, Quot.sound]
'DrudeKramersKronig.kramers_kronig_re' depends on axioms: [propext, Classical.choice, Quot.sound]
'DrudeKramersKronig.conductor_term_needed' depends on axioms: [propext, Classical.choice, Quot.sound]
```

## What the theorems say about the Drude metal

`permittivity` and `conductivity` are complex-valued functions of real parameters, written as in the question. `permittivity_eq_conductivity` proves eps = 1 + 4πiσ/w for w > 0, which ties the two definitions together and fixes the sign and unit conventions.

`HasPrincipalValue f w L` says that f is integrable on (0, w − δ] and on (w + δ, ∞) for every δ > 0, and that the sum of the two integrals tends to L as δ decreases to 0. The integrability clause matters because Lean assigns the value 0 to the integral of a non-integrable function.

`kramers_kronig_im` states that for every real wp and all g, w > 0 there is such an L for (Re eps(x) − 1)/(x² − w²), that −(2w/π)L has the stated closed form, and that Im eps(w) is this quantity plus 4πσ(0)/w. `kramers_kronig_re` is the relation in the other direction. `conductor_term_needed` says that for wp ≠ 0 the transform alone never equals Im eps(w).

The condition g > 0 stands for a finite relaxation time, and hence a finite dc conductivity; the collisionless metal g = 0 is not treated. The model has one constant damping rate and no interband transitions. The relations are verified by direct integration for this permittivity, not derived from causality for a general response function.

## From the primitive to the two relations

`hasDerivAt_primitive` differentiates F term by term and matches the result to the kernel with `field_simp` and `ring`. Lean's real logarithm is ln|x|, so one formula serves on both sides of w. `tendsto_primitive` finds F(∞) by writing the difference of logarithms as ln(1 − 2w/(x + w)).

`principalValue_kernel` evaluates K. To the left of the window the kernel is continuous on a closed interval, hence integrable. To the right it is positive and its primitive has a finite limit, which gives integrability too. The fundamental theorem of calculus then produces the four values of F, `ring` cancels ln δ, and continuity at δ = 0 gives the limit.

`HasPrincipalValue.scale` carries a constant factor through the principal value. `permittivity_re_im` splits eps by naming the expected real and imaginary parts and checking them against the denominator. The two Kramers–Kronig theorems apply the scaling with factors −wp² and wp² g. `conductor_term_needed` uses the uniqueness of limits and then compares signs: the transform is negative, the absorption positive.

## Low frequency, weak damping and a numerical check

The ratio of Im eps(w) to the conductor term is g²/(w² + g²). As w → 0 at fixed g it tends to 1, and the transform itself vanishes: the dc conductivity then supplies all the leading absorption. For w ≫ g the transform and the conductor term nearly cancel, so a numerical Im eps obtained this way loses digits.

In a program that transforms a metal's Re eps on a frequency grid, one way to apply the relation is to integrate (Re eps(x) − 1)/(x² − w²) with a symmetric treatment of the point x = w, add an estimate for the frequencies outside the grid, multiply by −2w/π, and add 4πσ(0)/w. The Drude model supplies a check: for wp = g = w = 1 the transform should be −1/2, the conductor term 1, and Im eps 1/2.
